# A resonant drive can almost empty an instantaneous level however small $\|H'\|/\mathrm{gap}^2$ is

## A failed prediction

Let $H'$ be the time derivative of a spin's Hamiltonian $H(t)$, and let the gap be the distance between its two instantaneous energy levels. Suppose we take a small ratio $\|H'\|/\mathrm{gap}^2$, in units with $\hbar=1$, as sufficient for the spin to stay in its instantaneous level. For a weak field rotating at the spin's own frequency, this predicts that the upper level keeps its population. In fact the population passes almost entirely to the lower level and back again, periodically, in a time inversely proportional to the drive strength.

With $\hbar=1$ and $w,g>0$, the Hamiltonian is
$$H(t)=\tfrac w2\sigma_z+g(\cos wt\,\sigma_x+\sin wt\,\sigma_y).$$
Here $w$ is both the splitting due to the static field and the rotation frequency of the drive, which is the resonance condition; $g$ is the drive strength.

## The ratio is small

Let $\sigma=(\sigma_x,\sigma_y,\sigma_z)$ be the Pauli matrices. For a real three-vector $n$, $(n\cdot\sigma)^2=|n|^2$. Since $n\cdot\sigma$ is self-adjoint, $\|n\cdot\sigma\|^2=\|(n\cdot\sigma)^2\|=|n|^2$. Now
$$H'=gw(-\sin wt\,\sigma_x+\cos wt\,\sigma_y),\qquad \|H'\|=gw.$$
Also $H^2=\Delta^2/4$ with $\Delta=\sqrt{w^2+4g^2}$, and $H$ is traceless, so the levels are $\pm\Delta/2$ and the gap is $\Delta$. Hence
$$\frac{\|H'\|}{\Delta^2}=\frac{gw}{w^2+4g^2}\le\frac gw,$$
because $gw^2\le g(w^2+4g^2)$.

## The spin still flips

Take $\psi_0=e^{-iwt/2}\cos gt$ and $\psi_1=-ie^{iwt/2}\sin gt$. The off-diagonal elements of $H$ are $ge^{\mp iwt}$, and differentiation gives
$$i\psi_0'=\tfrac w2e^{-iwt/2}\cos gt-ig\,e^{-iwt/2}\sin gt=\tfrac w2\psi_0+ge^{-iwt}\psi_1,$$
$$i\psi_1'=g\,e^{iwt/2}\cos gt+\tfrac{iw}2e^{iwt/2}\sin gt=ge^{iwt}\psi_0-\tfrac w2\psi_1.$$
This is $i\psi'=H\psi$. The state starts as $(1,0)$, and at $t=\pi/(2g)$ it has $\psi_0=0$, $|\psi_1|=1$: full inversion in the $\sigma_z$ basis.

The projector on the instantaneous upper level is $P=\tfrac12(1+2H/\Delta)$. From $H^2=\Delta^2/4$ we get
$$P^2=\tfrac14\left(2+\tfrac{4H}{\Delta}\right)=P,\qquad HP=\tfrac12\left(H+\tfrac\Delta2\right)=\tfrac\Delta2P,$$
and likewise $H(1-P)=-\tfrac\Delta2(1-P)$. The trace of $P$ is one, since $H$ is traceless.

In $\langle\psi,H\psi\rangle$ the off-diagonal terms are $\mp ig\cos gt\sin gt$ and cancel, leaving $\tfrac w2\cos 2gt$. As $\psi$ is normalised,
$$\langle\psi,P\psi\rangle=\tfrac12\left(1+\tfrac w\Delta\cos 2gt\right).$$

Given $\varepsilon>0$, choose $w=1$, $g=\varepsilon/2$. Then $1\le\Delta\le1+\varepsilon$, so $1/\Delta\ge1-\varepsilon$. The population is at least $1-\varepsilon/2$ at $t=0$ and at most $\varepsilon/2$ at $t=\pi/(2g)$, while the ratio never exceeds $\varepsilon/2$.

## What the theorem says

`adiabatic_criterion_insufficient` states that for every `ε > 0` there are positive `w` and `g` for which `state w g` solves the Schrödinger equation, the ratio is below `ε` at all times, and the upper-level population is above `1 - ε` initially and below `ε` at `π/(2g)`.

`SolvesSchrodinger` requires $\psi_k'=-i(H\psi)_k$ for both components $k=0,1$ at every real time. The norm is the L2 operator norm, and `upperPopulation` is the real part of $\langle\psi,P\psi\rangle$. Full inversion in the fixed basis is the separate theorem `state_inverted`.

The model is one isolated two-level system under a prescribed, perfectly resonant drive. For such a system, a small ratio alone does not justify a simulation that follows a single instantaneous level. The adiabatic theorem for a fixed path traversed ever more slowly is not contradicted: here the field makes $w/(4g)$ turns before inversion, a number that grows as $g/w$ shrinks.

## The file and its proof

In Lean 4 with Mathlib:

```lean
import Mathlib

open Matrix
open scoped Matrix.Norms.L2Operator

namespace AdiabaticResonance

noncomputable section

/-- The spin operator `x σ_x + y σ_y + z σ_z` of a real vector `(x, y, z)`. -/
def spin (x y z : ℝ) : Matrix (Fin 2) (Fin 2) ℂ :=
  !![(z : ℂ), x - y * Complex.I; x + y * Complex.I, -(z : ℂ)]

/-- The Hamiltonian `(w/2) σ_z + g (cos(wt) σ_x + sin(wt) σ_y)`. -/
def ham (w g t : ℝ) : Matrix (Fin 2) (Fin 2) ℂ :=
  spin (g * Real.cos (w * t)) (g * Real.sin (w * t)) (w / 2)

/-- The rate of change `g w (-sin(wt) σ_x + cos(wt) σ_y)` of the Hamiltonian. -/
def hamDot (w g t : ℝ) : Matrix (Fin 2) (Fin 2) ℂ :=
  spin (-(g * w * Real.sin (w * t))) (g * w * Real.cos (w * t)) 0

/-- The level splitting `√(w² + 4g²)`. -/
def gap (w g : ℝ) : ℝ := √(w ^ 2 + 4 * g ^ 2)

/-- The operator `(1 + 2H/gap)/2`; when the gap is nonzero it projects on the instantaneous upper
level. -/
def upper (w g t : ℝ) : Matrix (Fin 2) (Fin 2) ℂ :=
  (1 / 2 : ℂ) • (1 + (2 / (gap w g : ℂ)) • ham w g t)

/-- The spinor `(exp(-iwt/2) cos(gt), -i exp(iwt/2) sin(gt))`. -/
def state (w g t : ℝ) : Fin 2 → ℂ :=
  ![Complex.exp (-(Complex.I * w / 2) * t) * Complex.cos (g * t),
    -Complex.I * (Complex.exp (Complex.I * w / 2 * t) * Complex.sin (g * t))]

/-- The Schrödinger equation `i ψ' = H(t) ψ`, written as `ψ' = -i H(t) ψ` in components. -/
def SolvesSchrodinger (H : ℝ → Matrix (Fin 2) (Fin 2) ℂ) (ψ : ℝ → Fin 2 → ℂ) : Prop :=
  ∀ t i, HasDerivAt (fun s => ψ s i) (-Complex.I * (H t *ᵥ ψ t) i) t

/-- The population `⟨ψ, P ψ⟩` of the instantaneous upper level in the spinor `state`. -/
def upperPopulation (w g t : ℝ) : ℝ :=
  (star (state w g t) ⬝ᵥ (upper w g t *ᵥ state w g t)).re

/-- A spin operator is self-adjoint and squares to the squared length of its vector. -/
theorem spin_star_and_sq (x y z : ℝ) : star (spin x y z) = spin x y z ∧
    spin x y z * spin x y z = ((x ^ 2 + y ^ 2 + z ^ 2 : ℝ) : ℂ) • 1 := by
  constructor
  · ext i j
    fin_cases i <;> fin_cases j <;> simp [spin, Matrix.star_apply]
    ring
  · ext i j
    fin_cases i <;> fin_cases j <;> simp [spin, Matrix.mul_apply, Fin.sum_univ_two] <;>
      first
      | ring1
      | linear_combination (-(y : ℂ) ^ 2) * Complex.I_sq

/-- The operator norm of a spin operator is the length of its vector. -/
theorem norm_spin (x y z : ℝ) : ‖spin x y z‖ = √(x ^ 2 + y ^ 2 + z ^ 2) := by
  -- the C*-identity reduces the norm to that of the square
  have h := CStarRing.norm_star_mul_self (x := spin x y z)
  rw [(spin_star_and_sq x y z).1, (spin_star_and_sq x y z).2, norm_smul, CStarRing.norm_one,
    mul_one, Complex.norm_real, Real.norm_of_nonneg (by positivity)] at h
  rw [h, Real.sqrt_mul_self (norm_nonneg _)]

/-- Each matrix element of `hamDot` is the time derivative of that of the Hamiltonian. -/
theorem ham_hasDerivAt (w g t : ℝ) (i j : Fin 2) :
    HasDerivAt (fun s => ham w g s i j) (hamDot w g t i j) t := by
  have lin : HasDerivAt (fun s : ℝ => w * s) w t := by
    simpa using (hasDerivAt_id' t).const_mul w
  have hx : HasDerivAt (fun s => g * Real.cos (w * s)) (-(g * w * Real.sin (w * t))) t :=
    (lin.cos.const_mul g).congr_deriv (by ring)
  have hy : HasDerivAt (fun s => g * Real.sin (w * s)) (g * w * Real.cos (w * t)) t :=
    (lin.sin.const_mul g).congr_deriv (by ring)
  unfold ham hamDot
  fin_cases i <;> fin_cases j
  · exact (hasDerivAt_const t ((w / 2 : ℝ) : ℂ)).congr_deriv (by simp [spin])
  · exact hx.ofReal_comp.fun_sub (hy.ofReal_comp.mul_const Complex.I)
  · exact hx.ofReal_comp.fun_add (hy.ofReal_comp.mul_const Complex.I)
  · exact (hasDerivAt_const t (-((w / 2 : ℝ) : ℂ))).congr_deriv (by simp [spin])

/-- The adiabatic ratio `‖H'‖/gap²` equals `gw/(w² + 4g²)` and is at most `g/w`. -/
theorem adiabatic_ratio {w g : ℝ} (hw : 0 < w) (hg : 0 < g) (t : ℝ) :
    ‖hamDot w g t‖ / gap w g ^ 2 = g * w / (w ^ 2 + 4 * g ^ 2) ∧
    ‖hamDot w g t‖ / gap w g ^ 2 ≤ g / w := by
  have hn : ‖hamDot w g t‖ = g * w := by
    rw [hamDot, norm_spin, show (-(g * w * Real.sin (w * t))) ^ 2 +
      (g * w * Real.cos (w * t)) ^ 2 + (0 : ℝ) ^ 2 = (g * w) ^ 2 by
        linear_combination (g * w) ^ 2 * Real.sin_sq_add_cos_sq (w * t),
      Real.sqrt_sq (by positivity)]
  rw [hn, gap, Real.sq_sqrt (by positivity)]
  refine ⟨rfl, ?_⟩
  rw [div_le_div_iff₀ (by positivity) hw]
  nlinarith [pow_pos hg 3]

/-- `upper` is a projector of trace one; the Hamiltonian acts as `gap/2` on its range and as
`-gap/2` on the complement. -/
theorem upper_projector {w : ℝ} (hw : 0 < w) (g t : ℝ) :
    upper w g t * upper w g t = upper w g t ∧ (upper w g t).trace = 1 ∧
    ham w g t * upper w g t = ((gap w g : ℂ) / 2) • upper w g t ∧
    ham w g t * (1 - upper w g t) = (-(gap w g : ℂ) / 2) • (1 - upper w g t) := by
  have hG : (gap w g : ℂ) ≠ 0 := by
    have : 0 < gap w g := Real.sqrt_pos.2 (by positivity)
    exact_mod_cast this.ne'
  have hH : ham w g t * ham w g t = ((gap w g : ℂ) ^ 2 / 4) • 1 := by
    rw [ham, (spin_star_and_sq _ _ _).2]
    congr 1
    have h : gap w g ^ 2 = w ^ 2 + 4 * g ^ 2 := Real.sq_sqrt (by positivity)
    rw [← Complex.ofReal_pow, h, ← Complex.ofReal_ofNat, ← Complex.ofReal_div]
    congr 1
    linear_combination g ^ 2 * Real.sin_sq_add_cos_sq (w * t)
  refine ⟨?_, ?_, ?_, ?_⟩
  · simp only [upper, smul_mul_assoc, mul_smul_comm, mul_add, add_mul, mul_one, one_mul, hH]
    match_scalars <;> (try field_simp) <;> (try ring)
  · simp [upper, ham, spin, Matrix.trace_fin_two]
  · simp only [upper, mul_smul_comm, mul_add, mul_one, hH]
    match_scalars
    all_goals try field_simp
    ring
  · simp only [upper, mul_smul_comm, mul_add, mul_sub, mul_one, hH]
    match_scalars <;> (try field_simp) <;> (try ring)

/-- The Hamiltonian with its off-diagonal elements written as rotating phases. -/
theorem ham_eq (w g t : ℝ) : ham w g t =
    !![(w : ℂ) / 2, g * Complex.exp (-(Complex.I * w / 2) * t) ^ 2;
      g * Complex.exp (Complex.I * w / 2 * t) ^ 2, -((w : ℂ) / 2)] := by
  have he : Complex.exp (-(Complex.I * w / 2) * t) ^ 2 =
      Complex.cos (w * t) - Complex.sin (w * t) * Complex.I := by
    rw [← Complex.exp_nat_mul, show ((2 : ℕ) : ℂ) * (-(Complex.I * w / 2) * t) =
      (-(w * t : ℂ)) * Complex.I by push_cast; ring, Complex.exp_mul_I, Complex.cos_neg,
      Complex.sin_neg]
    ring
  have hf : Complex.exp (Complex.I * w / 2 * t) ^ 2 =
      Complex.cos (w * t) + Complex.sin (w * t) * Complex.I := by
    rw [← Complex.exp_nat_mul, show ((2 : ℕ) : ℂ) * (Complex.I * w / 2 * t) =
      (w * t : ℂ) * Complex.I by push_cast; ring, Complex.exp_mul_I]
  rw [he, hf]
  ext i j
  fin_cases i <;> fin_cases j <;> simp [ham, spin] <;> ring

/-- The spinor `state` solves the Schrödinger equation exactly. -/
theorem state_solves (w g : ℝ) : SolvesSchrodinger (ham w g) (state w g) := by
  intro t
  have lin : ∀ a : ℂ, HasDerivAt (fun z : ℂ => a * z) a (t : ℂ) := fun a => by
    simpa using (hasDerivAt_id' (t : ℂ)).const_mul a
  have hef : Complex.exp (-(Complex.I * w / 2) * t) * Complex.exp (Complex.I * w / 2 * t) = 1 := by
    rw [← Complex.exp_add, neg_mul, neg_add_cancel, Complex.exp_zero]
  have mv : ∀ p q r s x y : ℂ, !![p, q; r, s] *ᵥ ![x, y] = ![p * x + q * y, r * x + s * y] := by
    intro p q r s x y
    ext i
    fin_cases i <;> simp [Matrix.mulVec, dotProduct, Fin.sum_univ_two]
  have hv := mv (w / 2) (g * Complex.exp (-(Complex.I * w / 2) * t) ^ 2)
    (g * Complex.exp (Complex.I * w / 2 * t) ^ 2) (-(w / 2)) (state w g t 0) (state w g t 1)
  have hs : ![state w g t 0, state w g t 1] = state w g t := by
    ext i
    fin_cases i <;> rfl
  rw [hs, ← ham_eq] at hv
  rw [Fin.forall_fin_two, hv]
  simp only [state, Matrix.cons_val_zero, Matrix.cons_val_one, Matrix.cons_val_fin_one]
  constructor
  · refine ((lin (-(Complex.I * w / 2))).cexp.fun_mul (lin g).ccos).comp_ofReal.congr_deriv ?_
    linear_combination (-(Complex.I ^ 2 * g * Complex.exp (-(Complex.I * w / 2) * t) *
      Complex.sin (g * t))) * hef - g * Complex.exp (-(Complex.I * w / 2) * t) *
      Complex.sin (g * t) * Complex.I_sq
  · refine (((lin (Complex.I * w / 2)).cexp.fun_mul (lin g).csin).const_mul
      (-Complex.I)).comp_ofReal.congr_deriv ?_
    linear_combination (Complex.I * g * Complex.exp (Complex.I * w / 2 * t) *
      Complex.cos (g * t)) * hef

/-- The spinor starts as `(1, 0)`; at `t = π/(2g)` its first component vanishes and its second
has modulus one. -/
theorem state_inverted (w : ℝ) {g : ℝ} (hg : 0 < g) : state w g 0 = ![1, 0] ∧
    state w g (Real.pi / (2 * g)) 0 = 0 ∧ ‖state w g (Real.pi / (2 * g)) 1‖ = 1 := by
  have hT : (g : ℂ) * ((Real.pi / (2 * g) : ℝ) : ℂ) = (Real.pi : ℂ) / 2 := by
    have : (g : ℂ) ≠ 0 := by exact_mod_cast hg.ne'
    push_cast
    field_simp
  refine ⟨by simp [state], ?_, ?_⟩
  · simp only [state, Matrix.cons_val_zero]
    rw [hT, Complex.cos_pi_div_two, mul_zero]
  · simp only [state, Matrix.cons_val_one, Matrix.cons_val_fin_one]
    rw [hT, Complex.sin_pi_div_two, mul_one, norm_mul, norm_neg, Complex.norm_I, one_mul,
      show Complex.I * w / 2 * ((Real.pi / (2 * g) : ℝ) : ℂ) =
        ((w / 2 * (Real.pi / (2 * g)) : ℝ) : ℂ) * Complex.I by push_cast; ring,
      Complex.norm_exp_ofReal_mul_I]

/-- The population of the instantaneous upper level is `(1 + w cos(2gt)/gap)/2`. -/
theorem upperPopulation_eq (w g t : ℝ) :
    upperPopulation w g t = (1 + w * Real.cos (2 * (g * t)) / gap w g) / 2 := by
  have hef : Complex.exp (-(Complex.I * w / 2) * t) * Complex.exp (Complex.I * w / 2 * t) = 1 := by
    rw [← Complex.exp_add, neg_mul, neg_add_cancel, Complex.exp_zero]
  have hcs := Complex.cos_sq_add_sin_sq ((g : ℂ) * t)
  have h2 : (starRingEnd ℂ) 2 = 2 := by exact_mod_cast Complex.conj_ofReal 2
  have hstar : star (state w g t) =
      ![Complex.exp (Complex.I * w / 2 * t) * Complex.cos (g * t),
        Complex.I * (Complex.exp (-(Complex.I * w / 2) * t) * Complex.sin (g * t))] := by
    ext i
    fin_cases i <;> simp [state, ← Complex.exp_conj, ← Complex.cos_conj, ← Complex.sin_conj,
      neg_div, h2]
  have dot : ∀ a b x y : ℂ, ![a, b] ⬝ᵥ ![x, y] = a * x + b * y := by
    intro a b x y
    simp [dotProduct, Fin.sum_univ_two]
  have form : ∀ a b p q r s x y : ℂ, ![a, b] ⬝ᵥ (!![p, q; r, s] *ᵥ ![x, y]) =
      a * (p * x + q * y) + b * (r * x + s * y) := by
    intro a b p q r s x y
    simp [Matrix.mulVec, dotProduct, Fin.sum_univ_two]
  -- normalisation and mean energy of the spinor
  have hnorm : star (state w g t) ⬝ᵥ state w g t = 1 := by
    rw [hstar, state, dot]
    linear_combination (Complex.cos (g * t) ^ 2 - Complex.I ^ 2 * Complex.sin (g * t) ^ 2) * hef
      - Complex.sin (g * t) ^ 2 * Complex.I_sq + hcs
  have henergy : star (state w g t) ⬝ᵥ (ham w g t *ᵥ state w g t) =
      (w : ℂ) / 2 * Complex.cos (2 * (g * t)) := by
    rw [hstar, ham_eq, state, form, Complex.cos_two_mul]
    linear_combination (w : ℂ) / 2 * (Complex.cos (g * t) ^ 2 +
      Complex.I ^ 2 * Complex.sin (g * t) ^ 2) * hef
      + (w : ℂ) / 2 * Complex.sin (g * t) ^ 2 * Complex.I_sq - (w : ℂ) / 2 * hcs
  have h : star (state w g t) ⬝ᵥ (upper w g t *ᵥ state w g t) =
      (((1 + w * Real.cos (2 * (g * t)) / gap w g) / 2 : ℝ) : ℂ) := by
    simp only [upper, Matrix.smul_mulVec, Matrix.add_mulVec, Matrix.one_mulVec, dotProduct_smul,
      dotProduct_add, hnorm, henergy, smul_eq_mul]
    push_cast
    ring
  rw [upperPopulation, h, Complex.ofReal_re]

/-- For every `ε > 0` there is a drive with `‖H'‖/gap² < ε` at all times and an exact solution
whose upper-level population is above `1 - ε` at `t = 0` and below `ε` at `t = π/(2g)`. -/
theorem adiabatic_criterion_insufficient {ε : ℝ} (hε : 0 < ε) : ∃ w g : ℝ, 0 < w ∧ 0 < g ∧
    SolvesSchrodinger (ham w g) (state w g) ∧
    (∀ t, ‖hamDot w g t‖ / gap w g ^ 2 < ε) ∧
    1 - ε < upperPopulation w g 0 ∧ upperPopulation w g (Real.pi / (2 * g)) < ε := by
  have hg : 0 < ε / 2 := by positivity
  -- the gap lies between 1 and 1 + ε
  have h1 : 1 ≤ gap 1 (ε / 2) := (Real.le_sqrt' one_pos).2 (by nlinarith)
  have h2 : gap 1 (ε / 2) ≤ 1 + ε := Real.sqrt_le_iff.2 ⟨by positivity, by nlinarith⟩
  have h3 : 1 - ε ≤ 1 / gap 1 (ε / 2) := by
    rw [le_div_iff₀ (by linarith)]
    nlinarith
  refine ⟨1, ε / 2, one_pos, hg, state_solves _ _, fun t => ?_, ?_, ?_⟩
  · have := (adiabatic_ratio one_pos hg t).2
    linarith
  · rw [upperPopulation_eq, mul_zero, mul_zero, Real.cos_zero, mul_one]
    linarith
  · rw [upperPopulation_eq, show 2 * (ε / 2 * (Real.pi / (2 * (ε / 2)))) = Real.pi by field_simp,
      Real.cos_pi, one_mul, neg_div]
    linarith

end

end AdiabaticResonance
```

```lean
#print axioms AdiabaticResonance.ham_hasDerivAt
#print axioms AdiabaticResonance.upper_projector
#print axioms AdiabaticResonance.state_inverted
#print axioms AdiabaticResonance.adiabatic_criterion_insufficient
```

```
'AdiabaticResonance.ham_hasDerivAt' depends on axioms: [propext, Classical.choice, Quot.sound]
'AdiabaticResonance.upper_projector' depends on axioms: [propext, Classical.choice, Quot.sound]
'AdiabaticResonance.state_inverted' depends on axioms: [propext, Classical.choice, Quot.sound]
'AdiabaticResonance.adiabatic_criterion_insufficient' depends on axioms: [propext, Classical.choice, Quot.sound]
```

`spin_star_and_sq` checks the Pauli algebra entry by entry, and `norm_spin` turns it into the norm through the C*-identity. `ham_hasDerivAt` establishes that `hamDot` really is $H'$. In `adiabatic_ratio`, clearing denominators leaves an inequality whose two sides differ by $4g^3$, which `nlinarith` settles.

`upper_projector` substitutes $H^2=\Delta^2/4$ and compares the coefficients of $1$ and $H$ with `match_scalars`. It thereby confirms that `gap` is the level splitting.

`ham_eq` writes the off-diagonal elements as squares of the half-angle phases in the spinor. In `state_solves`, the product rule gives the derivatives, and `linear_combination` matches them to $-iH\psi$ using $e^{-iwt/2}e^{iwt/2}=1$ and $i^2=-1$. `upperPopulation_eq` computes the normalisation and mean energy in the same way, then combines them through the definition of $P$.

The last theorem inserts $w=1$, $g=\varepsilon/2$; its facts `h1`, `h2` and `h3` are the bounds on $\Delta$ and $1/\Delta$ derived above.
